# The energy error of a two-component Dirac trial spinor is quadratic in its small-component error

## A particle at rest

Take a particle of unit mass at rest in a constant potential V, with c > 0 the speed of light and the rest energy subtracted. For a large and a small component, the Dirac matrix is diagonal, with entries V and V − 2c². The electronic state is (1, 0), with energy V. Now let the small component be wrong, and use (1, x) with x real. The energy expectation value is

R(x) = (V + (V − 2c²)x²)/(1 + x²) = V − 2c² x²/(1 + x²).

An error x in the spinor gives an energy error of order x², multiplied by the gap 2c² between the two levels. The energy comes out too low, because the admixed state lies below the electronic one.

## The same particle in motion

For momentum p, a real number of either sign, the matrix is

H = [[V, cp], [cp, V − 2c²]].

Its characteristic determinant is

det(E − H) = (E − V)(E − V + 2c²) − c²p² = (E − V + c²)² − (c⁴ + c²p²).

With W = √(c⁴ + c²p²), the eigenvalues are therefore

E± = V − c² ± W.

The second row of Hu = Eu, with u = (1, x), reads cp = (E − V + 2c²)x. Eliminating the small component means solving this row for x. At the upper energy it gives

x+ = cp/D, where D = E+ − V + 2c² = c² + W > 0.

The first row holds as well. Since E+ is a root of the determinant, (E+ − V)D = c²p², and so V + cp x+ = V + c²p²/D = E+. Hence (1, x+) is an eigenvector for E+.

For any real x, the Rayleigh quotient R(x) of H at (1, x) satisfies

E+ − R(x) = (E+ − E−)(x − x+)² / ((1 + x²)(1 + x+²)).

## Why the linear term cancels

Let H be any real symmetric matrix with Hu = Eu, and write a nonzero trial vector as v = u + d. Then

v·(E − H)v = u·(E − H)u + 2 d·(E − H)u + d·(E − H)d = d·(E − H)d.

Symmetry combines the two cross terms, and (E − H)u = 0 removes them. Division by v·v gives

E − R(v) = d·(E − H)d / (v·v).

For the Dirac matrix, d = (0, x − x+) has only a small component, so the numerator is D(x − x+)² and

E+ − R(x) = D(x − x+)²/(1 + x²).

It remains to express D through the gap:

D(1 + x+²) = D + c²p²/D = D + (E+ − V) = 2(E+ − V + c²) = 2W = E+ − E−.

Substituting D = (E+ − E−)/(1 + x+²) gives the formula.

## Bounds, order and elimination at a trial energy

The right-hand side is nonnegative and its denominator is at least 1, so

0 ≤ E+ − R(x) ≤ (E+ − E−)(x − x+)².

Divided by (x − x+)², the error tends to (E+ − E−)/(1 + x+²)² as x → x+. This limit is positive, so the order is exactly two.

If the small component is eliminated at a trial energy ε with ε − V + 2c² ≠ 0, the ratio is a = cp/(ε − V + 2c²). From a(ε − V + 2c²) = cp = x+D it follows that

a − x+ = x+(E+ − ε)/(ε − V + 2c²),

and therefore

E+ − R(a) = (E+ − E−) x+² (E+ − ε)² / ((ε − V + 2c²)²(1 + a²)(1 + x+²)).

The choice ε = 0 gives the ZORA ratio cp/(2c² − V), for V ≠ 2c², and ε = V gives the kinetic-balance ratio p/(2c). In both cases R(a) is the expectation value of the full matrix H at that spinor, not the eigenvalue of an approximate equation for the large component alone. A kinetically balanced basis set uses the second relation to construct its small-component functions, but leaves their coefficients free, so the error at the fixed ratio p/(2c) is not the error of a calculation in such a basis.

For relativistic electronic structure, the formula shows how a poor small component lowers the energy, in a model with one momentum and a constant potential.

## How the Lean statement encodes the physics

`diracMatrix c p V` is H, `freeEnergy c p` is W, and `upperEnergy` and `lowerEnergy` are E+ and E−. These are defined by their closed forms; `dirac_spectrum` shows that they are the two roots of the characteristic determinant and that E− < E+. `ratioAt c p V ε` is a, and `exactRatio` is its value at ε = E+.

The vector `trial x` is (1, x), unnormalised. The normalised spinor is (1, x)/√(1 + x²), and `rayleigh` divides by v·v to account for this. The main theorem, `small_component_error`, assumes only c > 0; p, V and x are arbitrary real numbers.

The number p stands for σ·p on a state of definite momentum and helicity. A position-dependent potential, which doesn't commute with the momentum, is not covered, and neither are complex trial ratios or operators on an infinite-dimensional space. The general identity `rayleigh_error` holds for real symmetric matrices of every finite size.

## An angle in place of a ratio

The trial spinor could also have been modelled as (cos θ, sin θ), with θ+ the angle of the exact spinor. The error would then read

E+ − R = (E+ − E−) sin²(θ − θ+).

This form needs no normalising denominators and includes the purely small spinor (0, 1), which no finite x reaches. The price is that elimination yields a ratio directly, and an angle only through an arctangent.

## The complete file

```lean
import Mathlib

open Matrix Filter Topology

namespace SmallComponentRayleigh

noncomputable section

/-- The Dirac matrix for a large and a small component, with the rest energy subtracted. -/
def diracMatrix (c p V : ℝ) : Matrix (Fin 2) (Fin 2) ℝ :=
  !![V, c * p; c * p, V - 2 * c ^ 2]

/-- The relativistic energy of a free particle of unit mass, rest energy included. -/
def freeEnergy (c p : ℝ) : ℝ := √(c ^ 4 + c ^ 2 * p ^ 2)

/-- The upper (electronic) energy in a constant potential. -/
def upperEnergy (c p V : ℝ) : ℝ := V - c ^ 2 + freeEnergy c p

/-- The lower energy in a constant potential. -/
def lowerEnergy (c p V : ℝ) : ℝ := V - c ^ 2 - freeEnergy c p

/-- The ratio of small to large component obtained by elimination at trial energy `ε`. -/
def ratioAt (c p V ε : ℝ) : ℝ := c * p / (ε - V + 2 * c ^ 2)

/-- The ratio of small to large component obtained by elimination at the upper energy. -/
def exactRatio (c p V : ℝ) : ℝ := ratioAt c p V (upperEnergy c p V)

/-- The trial spinor with large component one and small component `x`. -/
def trial (x : ℝ) : Fin 2 → ℝ := ![1, x]

/-- The Rayleigh quotient of a real matrix at a vector. -/
def rayleigh {n : Type*} [Fintype n] (H : Matrix n n ℝ) (v : n → ℝ) : ℝ :=
  (v ⬝ᵥ H *ᵥ v) / (v ⬝ᵥ v)

/-- The free-particle energy is positive and obeys the relativistic dispersion relation. -/
theorem freeEnergy_spec {c : ℝ} (hc : 0 < c) (p : ℝ) :
    0 < freeEnergy c p ∧ freeEnergy c p ^ 2 = c ^ 4 + c ^ 2 * p ^ 2 :=
  ⟨Real.sqrt_pos.2 (by positivity), Real.sq_sqrt (by positivity)⟩

/-- The elimination denominator at the upper energy is positive, and the exact ratio
solves the small-component equation. -/
theorem exactRatio_spec {c : ℝ} (hc : 0 < c) (p V : ℝ) :
    0 < upperEnergy c p V - V + 2 * c ^ 2 ∧
      exactRatio c p V * (upperEnergy c p V - V + 2 * c ^ 2) = c * p := by
  have hd : 0 < upperEnergy c p V - V + 2 * c ^ 2 := by
    unfold upperEnergy
    linarith [(freeEnergy_spec hc p).1, sq_nonneg c]
  exact ⟨hd, div_mul_cancel₀ _ hd.ne'⟩

/-- The lower energy is strictly below the upper one, and the characteristic determinant of the
Dirac matrix is the product of the differences between `E` and these two energies. -/
theorem dirac_spectrum {c : ℝ} (hc : 0 < c) (p V : ℝ) :
    lowerEnergy c p V < upperEnergy c p V ∧
      ∀ E : ℝ, (E • (1 : Matrix (Fin 2) (Fin 2) ℝ) - diracMatrix c p V).det =
        (E - upperEnergy c p V) * (E - lowerEnergy c p V) := by
  obtain ⟨hpos, hs⟩ := freeEnergy_spec hc p
  constructor
  · unfold lowerEnergy upperEnergy
    linarith
  · intro E
    rw [Matrix.det_fin_two]
    simp [diracMatrix, upperEnergy, lowerEnergy]
    linear_combination hs

/-- The gap between the two energies equals the elimination denominator at the upper energy times
the squared norm of the spinor with the exact ratio. -/
theorem energy_gap {c : ℝ} (hc : 0 < c) (p V : ℝ) :
    upperEnergy c p V - lowerEnergy c p V =
      (upperEnergy c p V - V + 2 * c ^ 2) * (1 + exactRatio c p V ^ 2) := by
  obtain ⟨hd, hx⟩ := exactRatio_spec hc p V
  have hs := (freeEnergy_spec hc p).2
  apply mul_right_cancel₀ hd.ne'
  simp only [upperEnergy, lowerEnergy] at hx ⊢
  linear_combination hs -
    (exactRatio c p V * (V - c ^ 2 + freeEnergy c p - V + 2 * c ^ 2) + c * p) * hx

/-- For a real symmetric matrix of any size, the error of the Rayleigh quotient relative to an
eigenvalue is a quadratic form in the deviation from the eigenvector, divided by the squared norm of
the trial vector. -/
theorem rayleigh_error {n : Type*} [Fintype n] (H : Matrix n n ℝ) (hH : H.IsSymm)
    (E : ℝ) (u v : n → ℝ) (hu : H *ᵥ u = E • u) (hv : v ≠ 0) :
    E - rayleigh H v =
      (E * ((v - u) ⬝ᵥ (v - u)) - (v - u) ⬝ᵥ H *ᵥ (v - u)) / (v ⬝ᵥ v) := by
  have hvv : v ⬝ᵥ v ≠ 0 := fun h => hv (dotProduct_self_eq_zero.1 h)
  -- symmetry lets the matrix act on the eigenvector instead
  have hsym : u ⬝ᵥ H *ᵥ v = E * (u ⬝ᵥ v) := by
    rw [Matrix.dotProduct_mulVec, ← Matrix.mulVec_transpose, hH.eq, hu, smul_dotProduct,
      smul_eq_mul]
  -- all terms linear in the deviation cancel
  have hnum : E * ((v - u) ⬝ᵥ (v - u)) - (v - u) ⬝ᵥ H *ᵥ (v - u) =
      E * (v ⬝ᵥ v) - v ⬝ᵥ H *ᵥ v := by
    simp only [Matrix.mulVec_sub, hu, sub_dotProduct, dotProduct_sub, dotProduct_smul,
      smul_eq_mul, hsym, dotProduct_comm v u]
    ring
  rw [hnum, rayleigh, sub_div, mul_div_assoc, div_self hvv, mul_one]

/-- The Dirac matrix is symmetric, the spinor with the exact ratio is its eigenvector at the
upper energy, and every trial spinor is nonzero. -/
theorem rayleigh_error_witness {c : ℝ} (hc : 0 < c) (p V x : ℝ) :
    (diracMatrix c p V).IsSymm ∧
      diracMatrix c p V *ᵥ trial (exactRatio c p V) =
        upperEnergy c p V • trial (exactRatio c p V) ∧
      trial x ≠ 0 := by
  obtain ⟨hd, hx⟩ := exactRatio_spec hc p V
  have h2 : (upperEnergy c p V - V) * (upperEnergy c p V - V + 2 * c ^ 2) = (c * p) ^ 2 := by
    unfold upperEnergy
    linear_combination (freeEnergy_spec hc p).2
  have h1 : V + c * p * exactRatio c p V = upperEnergy c p V := by
    apply mul_right_cancel₀ hd.ne'
    linear_combination (c * p) * hx - h2
  refine ⟨Matrix.IsSymm.ext fun i j => ?_, ?_, fun h => ?_⟩
  · fin_cases i <;> fin_cases j <;> simp [diracMatrix]
  · ext i
    fin_cases i
    · simp [diracMatrix, trial, Matrix.mulVec, dotProduct, Fin.sum_univ_two]
      linear_combination h1
    · simp [diracMatrix, trial, Matrix.mulVec, dotProduct, Fin.sum_univ_two]
      linear_combination -hx
  · have h0 := congrFun h 0
    simp [trial] at h0

/-- The energy error of a trial spinor is exactly the gap times the squared error of the
small component, divided by the squared norms of the trial and exact spinors. -/
theorem small_component_error {c : ℝ} (hc : 0 < c) (p V x : ℝ) :
    upperEnergy c p V - rayleigh (diracMatrix c p V) (trial x) =
      (upperEnergy c p V - lowerEnergy c p V) * (x - exactRatio c p V) ^ 2 /
        ((1 + x ^ 2) * (1 + exactRatio c p V ^ 2)) := by
  obtain ⟨hs, hu, hv⟩ := rayleigh_error_witness hc p V x
  have hn : trial x ⬝ᵥ trial x = 1 + x ^ 2 := by
    simp [trial, dotProduct, Fin.sum_univ_two]
    ring
  -- the deviation lies in the small component only
  have hq : upperEnergy c p V * ((trial x - trial (exactRatio c p V)) ⬝ᵥ
        (trial x - trial (exactRatio c p V))) -
      (trial x - trial (exactRatio c p V)) ⬝ᵥ diracMatrix c p V *ᵥ
        (trial x - trial (exactRatio c p V)) =
      (upperEnergy c p V - V + 2 * c ^ 2) * (x - exactRatio c p V) ^ 2 := by
    simp [trial, diracMatrix, Matrix.mulVec, dotProduct, Fin.sum_univ_two]
    ring
  rw [rayleigh_error _ hs _ _ _ hu hv, hq, hn, energy_gap hc,
    div_eq_div_iff (by positivity) (by positivity)]
  ring

/-- The Rayleigh quotient never exceeds the upper energy, and its error is at most the gap
times the squared error of the small component. -/
theorem small_component_bound {c : ℝ} (hc : 0 < c) (p V x : ℝ) :
    rayleigh (diracMatrix c p V) (trial x) ≤ upperEnergy c p V ∧
      upperEnergy c p V - rayleigh (diracMatrix c p V) (trial x) ≤
        (upperEnergy c p V - lowerEnergy c p V) * (x - exactRatio c p V) ^ 2 := by
  have hg := sub_pos.2 (dirac_spectrum hc p V).1
  have hnum := mul_nonneg hg.le (sq_nonneg (x - exactRatio c p V))
  constructor
  · rw [← sub_nonneg, small_component_error hc]
    exact div_nonneg hnum (by positivity)
  · rw [small_component_error hc]
    apply div_le_self hnum
    nlinarith [sq_nonneg x, sq_nonneg (exactRatio c p V),
      mul_nonneg (sq_nonneg x) (sq_nonneg (exactRatio c p V))]

/-- The energy error divided by the squared error of the small component tends to a value
fixed by the gap and the exact ratio as the trial ratio approaches the exact one. -/
theorem error_order_two {c : ℝ} (hc : 0 < c) (p V : ℝ) :
    Tendsto (fun x => (upperEnergy c p V - rayleigh (diracMatrix c p V) (trial x)) /
        (x - exactRatio c p V) ^ 2) (𝓝[≠] (exactRatio c p V))
      (𝓝 ((upperEnergy c p V - lowerEnergy c p V) / (1 + exactRatio c p V ^ 2) ^ 2)) := by
  have hne : ∀ x : ℝ, (1 + x ^ 2) * (1 + exactRatio c p V ^ 2) ≠ 0 :=
    fun x => by positivity
  have hcont : Continuous (fun x : ℝ => (upperEnergy c p V - lowerEnergy c p V) /
      ((1 + x ^ 2) * (1 + exactRatio c p V ^ 2))) :=
    continuous_const.div (by fun_prop) hne
  have hlim := (hcont.tendsto (exactRatio c p V)).mono_left
    (nhdsWithin_le_nhds (s := {exactRatio c p V}ᶜ))
  rw [pow_two (1 + exactRatio c p V ^ 2)]
  refine hlim.congr' ?_
  filter_upwards [self_mem_nhdsWithin] with x hx
  have hx' : x - exactRatio c p V ≠ 0 := sub_ne_zero.2 hx
  rw [small_component_error hc, div_right_comm, mul_div_cancel_right₀ _ (pow_ne_zero 2 hx')]

/-- If the small component is eliminated at a trial energy `ε`, the error of the Rayleigh
quotient carries the square of the error in `ε`. -/
theorem elimination_error {c : ℝ} (hc : 0 < c) (p V ε : ℝ) (hε : ε - V + 2 * c ^ 2 ≠ 0) :
    upperEnergy c p V - rayleigh (diracMatrix c p V) (trial (ratioAt c p V ε)) =
      (upperEnergy c p V - lowerEnergy c p V) *
          (exactRatio c p V * (upperEnergy c p V - ε)) ^ 2 /
        ((ε - V + 2 * c ^ 2) ^ 2 *
          ((1 + ratioAt c p V ε ^ 2) * (1 + exactRatio c p V ^ 2))) := by
  have h1 : ratioAt c p V ε * (ε - V + 2 * c ^ 2) = c * p := div_mul_cancel₀ _ hε
  -- the error of the ratio contains the error of the trial energy as a factor
  have key : ratioAt c p V ε - exactRatio c p V =
      exactRatio c p V * (upperEnergy c p V - ε) / (ε - V + 2 * c ^ 2) := by
    rw [eq_div_iff hε]
    linear_combination h1 - (exactRatio_spec hc p V).2
  rw [small_component_error hc, key, div_pow, mul_div_assoc', div_div]

end

end SmallComponentRayleigh
```

```lean
#print axioms SmallComponentRayleigh.small_component_error
-- 'SmallComponentRayleigh.small_component_error' depends on axioms: [propext, Classical.choice, Quot.sound]
#print axioms SmallComponentRayleigh.small_component_bound
-- 'SmallComponentRayleigh.small_component_bound' depends on axioms: [propext, Classical.choice, Quot.sound]
#print axioms SmallComponentRayleigh.error_order_two
-- 'SmallComponentRayleigh.error_order_two' depends on axioms: [propext, Classical.choice, Quot.sound]
#print axioms SmallComponentRayleigh.elimination_error
-- 'SmallComponentRayleigh.elimination_error' depends on axioms: [propext, Classical.choice, Quot.sound]
```

## How the proof follows the derivation

`freeEnergy_spec` supplies W > 0 and W² = c⁴ + c²p². From W > 0, `exactRatio_spec` obtains D > 0, and with it x+D = cp. `dirac_spectrum` expands the 2×2 determinant; `linear_combination hs` then closes the factorisation by using the equation for W².

`energy_gap` proves E+ − E− = D(1 + x+²). It multiplies both sides by D, which is allowed because D ≠ 0, and reduces the result to the equations for W² and x+D.

In `rayleigh_error`, the step `hsym` moves H from v to u by symmetry, giving u·Hv = E(u·v). The step `hnum` expands the quadratic form in v − u, and `ring` confirms that the terms involving u cancel. The hypothesis `v ≠ 0` makes the division by v·v legitimate. The vector u may be zero, in which case the identity is trivial.

`rayleigh_error_witness` checks the hypotheses of that identity for the Dirac matrix. Its `h2` is (E+ − V)D = (cp)², and `h1` is the first row of the eigenvalue equation. The second row comes directly from x+D = cp.

`small_component_error` joins these results. Its `hq` evaluates the quadratic form as D(x − x+)², the general identity and `energy_gap` are substituted, and `div_eq_div_iff` clears the positive denominators so that `ring` can finish.

The remaining theorems start from this formula. `small_component_bound` uses a nonnegative numerator for the first inequality and a denominator of at least 1 for the second. `error_order_two` takes the limit along x ≠ x+: there the quotient equals a function that is continuous at x+ too, and its value at that point is the limit. In `elimination_error`, `key` is the formula for a − x+, which is then inserted into the main identity.
